# Cubic-spline slopes on a uniform grid: uniqueness, and a sharp bound for zero end slopes

A simulation that reads a pair potential from a table needs forces between the tabulated distances. A cubic spline supplies them once its slopes at the knots are known. Do the tabulated energies and the two end slopes always determine these slopes, and how large can they become when both end slopes are zero?

Let the knots $x_0,\dots,x_{n+1}$ have spacing $h$, with energies $y_j$ and spline slopes $m_j$. The cubic pieces on either side of $x_{j+1}$ have second derivatives there of

$$\frac{2m_j+4m_{j+1}}{h}-\frac{6(y_{j+1}-y_j)}{h^2}\quad\text{and}\quad-\frac{4m_{j+1}+2m_{j+2}}{h}+\frac{6(y_{j+2}-y_{j+1})}{h^2}.$$

Equating them gives, for $0\le j<n$,

$$m_j+4m_{j+1}+m_{j+2}=d_{j+1},\qquad d_{j+1}=\frac{3(y_{j+2}-y_j)}{h}.$$

The Lean development starts from this system and allows any real data $d$.

```lean
import Mathlib

open Matrix

namespace CubicSplineSystem

noncomputable section
```

The end slopes $m_0=\alpha$ and $m_{n+1}=\beta$ are prescribed; physically they are minus the forces at the ends of the table. `IsSolution n α β d m` collects these two conditions and the $n$ interior equations. Slopes and data are sequences on all natural numbers, of which only the entries at the knots matter. Natural or periodic ends and uneven spacing would give different systems.

```lean
/-- The slopes `m` solve the cubic-spline equations `m_{j-1} + 4 m_j + m_{j+1} = d_j` at the
interior knots `1, ..., n`, with end slopes `m_0 = α` and `m_{n+1} = β`. -/
def IsSolution (n : ℕ) (α β : ℝ) (d m : ℕ → ℝ) : Prop :=
  m 0 = α ∧ m (n + 1) = β ∧ ∀ j < n, m j + 4 * m (j + 1) + m (j + 2) = d (j + 1)
```

In matrix form the unknowns are the $n$ interior slopes, and the matrix has 4 on the diagonal and 1 beside it. `Fin n` counts from zero, so row $i$ belongs to knot $i+1$.

```lean
/-- The `n × n` spline matrix, with 4 on the diagonal and 1 on the two neighbouring diagonals. -/
def splineMatrix (n : ℕ) : Matrix (Fin n) (Fin n) ℝ :=
  Matrix.of fun i j => (if (j : ℕ) = i then 4 else 0) + (if (j : ℕ) + 1 = i then 1 else 0)
    + (if (j : ℕ) = i + 1 then 1 else 0)
```

To return from a vector to the knots, place its entries at $1,\dots,n$ and put zero elsewhere.

```lean
/-- Places a vector of `n` interior slopes on the knots `1, ..., n`, with zero elsewhere. -/
def padZero {n : ℕ} (v : Fin n → ℝ) (j : ℕ) : ℝ :=
  if h : 1 ≤ j ∧ j ≤ n then v ⟨j - 1, by omega⟩ else 0
```

## The steepest knot limits all slopes

Let both end slopes vanish, so that the force is zero at both ends, and let $|d_{j+1}|\le D$ for all $j<n$. Choose $k<n$ so that $M=|m_{k+1}|$ is the largest interior value. Both neighbours are at most $M$ in size, whether they are interior knots or ends. Hence

$$4M=|d_{k+1}-m_k-m_{k+2}|\le D+2M,\qquad M\le D/2.$$

For $n\ge1$, taking $D=\max|d_{j+1}|$ gives the bound in terms of the largest datum. A pair potential is usually steep at the shortest tabulated distance, so the bound does not apply to its slopes directly. It does apply to the difference of two splines with the same end slopes: if their data differ by at most $D$ at every interior knot, their slopes there differ by at most $D/2$. In the proof, `hL` and `hR` are the neighbour estimates, and `linarith` finishes for each sign of $m_{k+1}$.

```lean
/-- With zero end slopes, if all `|d_j|` are at most `D`, then all interior slopes satisfy
`|m_j| ≤ D / 2`. -/
theorem slope_bound {n : ℕ} {d m : ℕ → ℝ} {D : ℝ} (hm : IsSolution n 0 0 d m)
    (hD : ∀ j < n, |d (j + 1)| ≤ D) : ∀ j < n, |m (j + 1)| ≤ D / 2 := by
  intro j hj
  obtain ⟨h0, h1, heq⟩ := hm
  -- choose the interior knot with the steepest slope
  obtain ⟨k, hk, hmax⟩ := Finset.exists_max_image (Finset.range n) (fun i => |m (i + 1)|)
    ⟨j, Finset.mem_range.2 hj⟩
  have hk' : k < n := Finset.mem_range.1 hk
  have hM : ∀ i < n, |m (i + 1)| ≤ |m (k + 1)| := fun i hi => hmax i (Finset.mem_range.2 hi)
  have hL : |m k| ≤ |m (k + 1)| := by
    rcases k with _ | l
    · rw [h0, abs_zero]; exact abs_nonneg _
    · exact hM l (by omega)
  have hR : |m (k + 2)| ≤ |m (k + 1)| := by
    by_cases h : k + 1 < n
    · exact hM (k + 1) h
    · rw [show k + 2 = n + 1 by omega, h1, abs_zero]; exact abs_nonneg _
  -- there the diagonal term 4 outweighs both neighbours
  have a1 := abs_le.1 hL
  have a2 := abs_le.1 hR
  have a3 := abs_le.1 (hD k hk')
  have a4 := heq k hk'
  have a5 := hM j hj
  rcases abs_cases (m (k + 1)) with ⟨h, _⟩ | ⟨h, _⟩ <;> linarith [a1.1, a1.2, a2.1, a2.2, a3.1, a3.2]
```

## Invertibility and unique slopes

Padding shifts the index by one.

```lean
/-- The padded vector carries the `j`-th interior slope, counted from zero, at knot `j + 1`. -/
theorem padZero_succ {n : ℕ} (v : Fin n → ℝ) (j : Fin n) : padZero v (j + 1) = v j := by
  have := j.isLt
  unfold padZero
  split_ifs with h
  · rfl
  · exact (h ⟨by omega, by omega⟩).elim
```

Row $i$ of the matrix product is a sum over three diagonals, which contribute $4m_{i+1}$, $m_i$ and $m_{i+2}$. In the first and last rows the missing neighbour is a padded zero. The sums `s1`, `s2` and `s3` are these contributions.

```lean
/-- The spline matrix acts on interior slopes as the stencil `m_{j-1} + 4 m_j + m_{j+1}` with
zero end slopes. -/
theorem splineMatrix_mulVec {n : ℕ} (v : Fin n → ℝ) (i : Fin n) :
    (splineMatrix n *ᵥ v) i = padZero v i + 4 * padZero v (i + 1) + padZero v (i + 2) := by
  have hv : v = fun j : Fin n => padZero v (j + 1) := by
    funext j
    exact (padZero_succ v j).symm
  have h0 : padZero v 0 = 0 := by simp [padZero]
  have h1 : padZero v (n + 1) = 0 := by simp [padZero]
  generalize padZero v = m at hv h0 h1 ⊢
  subst hv
  obtain ⟨i, hi⟩ := i
  -- each of the three diagonals contributes one term
  have s1 : ∑ j ∈ Finset.range n, (if j = i then (4 : ℝ) else 0) * m (j + 1)
      = 4 * m (i + 1) := by simp [hi]
  have s2 : ∑ j ∈ Finset.range n, (if j + 1 = i then (1 : ℝ) else 0) * m (j + 1) = m i := by
    rcases i with _ | k
    · simp [h0]
    · simp [show k < n by omega]
  have s3 : ∑ j ∈ Finset.range n, (if j = i + 1 then (1 : ℝ) else 0) * m (j + 1)
      = m (i + 2) := by
    by_cases h : i + 1 < n
    · simp [h]
    · rw [show i + 2 = n + 1 by omega, h1]
      apply Finset.sum_eq_zero
      intro j hj
      have := Finset.mem_range.1 hj
      rw [if_neg (by omega), zero_mul]
  refine (Fin.sum_univ_eq_sum_range (fun j => ((if j = i then (4 : ℝ) else 0)
    + (if j + 1 = i then 1 else 0) + (if j = i + 1 then 1 else 0)) * m (j + 1)) n).trans ?_
  simp only [add_mul, Finset.sum_add_distrib]
  rw [s1, s2, s3]
  ring
```

If the matrix sends $v$ to zero, the padded $v$ solves the system with zero data and zero end slopes. The bound with $D=0$ gives $v=0$, so the square matrix is invertible.

```lean
/-- The spline matrix is invertible for every number of interior knots. -/
theorem isUnit_splineMatrix (n : ℕ) : IsUnit (splineMatrix n) := by
  rw [Matrix.isUnit_iff_isUnit_det, isUnit_iff_ne_zero]
  intro hdet
  obtain ⟨v, hv, hAv⟩ := Matrix.exists_mulVec_eq_zero_iff.2 hdet
  apply hv
  -- a kernel vector solves the system with zero data
  have hs : IsSolution n 0 0 (fun _ => 0) (padZero v) := by
    refine ⟨by simp [padZero], by simp [padZero], fun j hj => ?_⟩
    have h := splineMatrix_mulVec v ⟨j, hj⟩
    rw [hAv] at h
    exact h.symm
  funext j
  have hb := slope_bound (D := 0) hs (fun _ _ => by simp) j j.isLt
  have hz : padZero v (j + 1) = 0 := abs_nonpos_iff.1 (by linarith)
  exact (padZero_succ v j).symm.trans hz
```

For general end slopes, take any sequence $b$ with $b_0=\alpha$ and $b_{n+1}=\beta$, and write $m=v+b$ with $v$ zero at both ends. Then $v$ must satisfy

$$v_i+4v_{i+1}+v_{i+2}=d_{i+1}-(b_i+4b_{i+1}+b_{i+2}),$$

which the inverse matrix solves. Two solutions differ by a solution with zero data and zero end slopes, so the bound makes them agree at every knot.

```lean
/-- For any data and any prescribed end slopes, the spline equations have a solution, and every
solution has the same slopes at the knots `0, ..., n + 1`. -/
theorem spline_system_unique_solution (n : ℕ) (α β : ℝ) (d : ℕ → ℝ) :
    ∃ m, IsSolution n α β d m ∧
      ∀ m', IsSolution n α β d m' → ∀ j ≤ n + 1, m' j = m j := by
  -- move the end slopes to the right-hand side and invert the matrix
  obtain ⟨b, hb0, hb1⟩ : ∃ b : ℕ → ℝ, b 0 = α ∧ b (n + 1) = β :=
    ⟨fun j => if j = 0 then α else β, by simp, by simp⟩
  let r : Fin n → ℝ := fun i => d (i + 1) - (b i + 4 * b (i + 1) + b (i + 2))
  let v : Fin n → ℝ := (splineMatrix n)⁻¹ *ᵥ r
  have hv : splineMatrix n *ᵥ v = r := by
    show splineMatrix n *ᵥ ((splineMatrix n)⁻¹ *ᵥ r) = r
    rw [Matrix.mulVec_mulVec, Matrix.mul_nonsing_inv _
      ((Matrix.isUnit_iff_isUnit_det _).1 (isUnit_splineMatrix n)), Matrix.one_mulVec]
  have hm : IsSolution n α β d (fun j => padZero v j + b j) := by
    refine ⟨by simp [padZero, hb0], by simp [padZero, hb1], fun j hj => ?_⟩
    have h := splineMatrix_mulVec v ⟨j, hj⟩
    rw [hv] at h
    change d (j + 1) - (b j + 4 * b (j + 1) + b (j + 2))
      = padZero v j + 4 * padZero v (j + 1) + padZero v (j + 2) at h
    linarith
  obtain ⟨m, hm⟩ : ∃ m, IsSolution n α β d m := ⟨_, hm⟩
  refine ⟨m, hm, ?_⟩
  intro m' hm' j hj
  -- the difference of two solutions has zero data
  have hs : IsSolution n 0 0 (fun _ => 0) (fun j => m' j - m j) := by
    refine ⟨by simp [hm.1, hm'.1], by simp [hm.2.1, hm'.2.1], fun i hi => ?_⟩
    have e1 := hm.2.2 i hi
    have e2 := hm'.2.2 i hi
    linarith
  rcases j with _ | j
  · rw [hm.1, hm'.1]
  · by_cases h : j < n
    · have hb := slope_bound (D := 0) hs (fun _ _ => by simp) j h
      exact sub_eq_zero.1 (abs_nonpos_iff.1 (by linarith))
    · rw [show j = n by omega, hm.2.1, hm'.2.1]
```

## Distant data have little influence

Keep zero end slopes and suppose the data vanish at knots $1,\dots,k$, with $k<n$. Then $|m_j|\le|m_{j+1}|/3$ for $j\le k$. This holds at $j=0$ because $m_0=0$. If it holds at $j<k$, the equation with zero datum gives

$$4|m_{j+1}|\le|m_j|+|m_{j+2}|\le\tfrac13|m_{j+1}|+|m_{j+2}|,$$

so $|m_{j+1}|\le\tfrac{3}{11}|m_{j+2}|\le\tfrac13|m_{j+2}|$. Starting from $|m_{k+1}|\le D/2$, a slope $i$ knots further left is at most $D/(2\cdot3^i)$.

```lean
/-- With zero end slopes, data bounded by `D` and vanishing at the knots `1, ..., k`, the slope
at `i` knots to the left of knot `k + 1` is at most `(D / 2) / 3 ^ i` in size. -/
theorem slope_decay {n k : ℕ} {d m : ℕ → ℝ} {D : ℝ} (hm : IsSolution n 0 0 d m)
    (hD : ∀ j < n, |d (j + 1)| ≤ D) (hk : k < n) (hd : ∀ j < k, d (j + 1) = 0) :
    ∀ i j, j + i = k + 1 → |m j| ≤ D / 2 / 3 ^ i := by
  -- without data, slopes grow at least threefold per knot
  have step : ∀ j ≤ k, |m j| ≤ |m (j + 1)| / 3 := by
    intro j
    induction j with
    | zero => intro _; rw [hm.1, abs_zero]; positivity
    | succ j ih =>
      intro hj
      show |m (j + 1)| ≤ |m (j + 2)| / 3
      have a1 := abs_le.1 (ih (by omega))
      have a2 := abs_le.1 (le_refl |m (j + 2)|)
      have a3 := hm.2.2 j (by omega)
      rw [hd j (by omega)] at a3
      have a4 := abs_nonneg (m (j + 2))
      rcases abs_cases (m (j + 1)) with ⟨h, _⟩ | ⟨h, _⟩ <;> linarith [a1.1, a1.2, a2.1, a2.2]
  intro i
  induction i with
  | zero =>
    intro j hj
    rw [show j = k + 1 by omega, pow_zero, div_one]
    exact slope_bound hm hD k hk
  | succ i ih =>
    intro j hj
    have h1 := step j (by omega)
    have h2 := ih (j + 1) (by omega)
    rw [pow_succ, ← div_div]
    linarith
```

For $n=3$ and $d=(0,0,1)$, the first two equations give $m_2=-4m_1$ and $m_3=15m_1$. The third becomes $56m_1=1$, so

$$(m_1,m_2,m_3)=\left(\tfrac1{56},-\tfrac1{14},\tfrac{15}{56}\right).$$

With $k=2$ and $D=1$, the corresponding bounds are $\tfrac1{18},\tfrac16,\tfrac12$.

## No smaller constant serves every grid

For a natural number $N$, take $n=2N+1$ and

$$m_j=(-1)^ja_j,\qquad a_j=\frac{N+1-|j-(N+1)|}{2(N+2)}.$$

Both end slopes vanish. Away from the peak the datum has size $2a_{j+1}<1$; at the peak, $j=N$, it has size

$$\frac{4(N+1)-2N}{2(N+2)}=1.$$

The peak slope has size $\frac{N+1}{2(N+2)}=\frac12-\frac1{2(N+2)}$, which exceeds any given $C<\frac12$ once $N$ is large enough.

```lean
/-- The factor 1/2 is optimal: a constant `C` that bounds the interior slopes for all `n` and all
data of size at most 1, with zero end slopes, is at least 1/2. -/
theorem half_is_optimal (C : ℝ)
    (h : ∀ (n : ℕ) (d m : ℕ → ℝ), IsSolution n 0 0 d m → (∀ j < n, |d (j + 1)| ≤ 1) →
      ∀ j < n, |m (j + 1)| ≤ C) : 1 / 2 ≤ C := by
  by_contra hC
  rw [not_le] at hC
  obtain ⟨N, hN⟩ := exists_nat_gt (1 / (1 / 2 - C))
  have hN' : 1 < N * (1 / 2 - C) := (div_lt_iff₀ (by linarith)).1 hN
  have hT : (0 : ℝ) < 2 * (N + 2) := by positivity
  -- slopes of alternating sign under a tent-shaped envelope
  let a : ℕ → ℝ := fun j => (N + 1 - |(j : ℝ) - (N + 1)|) / (2 * (N + 2))
  let m : ℕ → ℝ := fun j => (-1) ^ j * a j
  have ha0 : a 0 = 0 := by
    have e : |((0 : ℕ) : ℝ) - (N + 1)| = N + 1 := by
      rw [Nat.cast_zero, zero_sub, abs_neg, abs_of_pos (by positivity)]
    simp only [a, e, sub_self, zero_div]
  have ha1 : a (2 * N + 1 + 1) = 0 := by
    have e : |((2 * N + 1 + 1 : ℕ) : ℝ) - (N + 1)| = N + 1 := by
      push_cast
      rw [show 2 * (N : ℝ) + 1 + 1 - (N + 1) = N + 1 by ring, abs_of_pos (by positivity)]
    simp only [a, e, sub_self, zero_div]
  have hs : IsSolution (2 * N + 1) 0 0 (fun j => m (j - 1) + 4 * m j + m (j + 1)) m :=
    ⟨by simp only [m, ha0, mul_zero], by simp only [m, ha1, mul_zero], fun j _ => rfl⟩
  have key := h _ _ m hs (by
    intro j hj
    show |m j + 4 * m (j + 1) + m (j + 2)| ≤ 1
    have e : m j + 4 * m (j + 1) + m (j + 2)
        = (-1) ^ (j + 1) * (4 * a (j + 1) - a j - a (j + 2)) := by
      simp only [m]; ring
    have e2 : 4 * a (j + 1) - a j - a (j + 2) = (2 * (N + 1) - 4 * |(j : ℝ) - N|
        + |(j : ℝ) - N - 1| + |(j : ℝ) - N + 1|) / (2 * (N + 2)) := by
      simp only [a]
      push_cast
      rw [show (j : ℝ) + 1 - (N + 1) = j - N by ring,
        show (j : ℝ) - (N + 1) = j - N - 1 by ring,
        show (j : ℝ) + 2 - (N + 1) = j - N + 1 by ring]
      ring
    rw [e, abs_mul, abs_pow, abs_neg, abs_one, one_pow, one_mul, e2, abs_div, abs_of_pos hT,
      div_le_one hT, abs_le]
    have hj1 : (j : ℝ) ≤ 2 * N := by exact_mod_cast (by omega : j ≤ 2 * N)
    have hj0 : (0 : ℝ) ≤ j := Nat.cast_nonneg j
    constructor <;> rcases abs_cases ((j : ℝ) - N) with h1 | h1 <;>
      rcases abs_cases ((j : ℝ) - N - 1) with h2 | h2 <;>
      rcases abs_cases ((j : ℝ) - N + 1) with h3 | h3 <;>
      linarith [h1.1, h1.2, h2.1, h2.2, h3.1, h3.2]) N (by omega)
  -- the peak slope tends to 1/2 and so exceeds C
  have hpeak : a (N + 1) = (N + 1) / (2 * (N + 2)) := by simp [a]
  have habs : |m (N + 1)| = (N + 1) / (2 * (N + 2)) := by
    simp only [m]
    rw [abs_mul, abs_pow, abs_neg, abs_one, one_pow, one_mul, hpeak, abs_of_pos (by positivity)]
  rw [habs, div_le_iff₀ hT] at key
  nlinarith

end

end CubicSplineSystem
```

```lean
#print axioms CubicSplineSystem.spline_system_unique_solution
#print axioms CubicSplineSystem.slope_decay
#print axioms CubicSplineSystem.half_is_optimal
```

```
'CubicSplineSystem.spline_system_unique_solution' depends on axioms: [propext, Classical.choice, Quot.sound]
'CubicSplineSystem.slope_decay' depends on axioms: [propext, Classical.choice, Quot.sound]
'CubicSplineSystem.half_is_optimal' depends on axioms: [propext, Classical.choice, Quot.sound]
```
